# Real eigenvalues of a forward-backward sweep lie in [0, 1) when A and M + Mᵀ − A are symmetric positive definite

The failing theorem, `real_eigenvalue_mem`, concerns the error left by an iterative linear solver that makes a forward sweep T = 1 − M⁻¹A and then a backward sweep 1 − M⁻ᵀA, where A and M are finite real matrices and M is invertible. If A and W = M + Mᵀ − A are symmetric positive definite and a nonzero real vector x satisfies Sx = μx for the double sweep S and a real μ, then 0 ≤ μ < 1, so each double sweep shrinks an error along x by the factor μ. The vector x need not be normalised, and μ is the ratio of the quadratic form of A at Tx to its value at x. The lower bound holds because this form is never negative. For the upper bound, the attempt evaluates the positive definite form of B = M⁻ᵀWM⁻¹ at Ax and finds that (1 − μ) xᵀAx is positive.

In Lean, a first try:

```lean
import Mathlib

open Matrix

namespace SymmetrizedSweep

noncomputable section

variable {n : Type*} [Fintype n] [DecidableEq n]

/-- A real matrix is symmetric positive definite: it equals its transpose and its quadratic
form is positive on nonzero vectors. -/
def IsSPD {m : Type*} [Fintype m] (A : Matrix m m ℝ) : Prop :=
  Aᵀ = A ∧ ∀ x : m → ℝ, x ≠ 0 → 0 < x ⬝ᵥ A *ᵥ x

/-- The error propagation matrix of one forward sweep with splitting matrix `M`. -/
def forwardSweep (A M : Matrix n n ℝ) : Matrix n n ℝ := 1 - M⁻¹ * A

/-- The error propagation matrix of a forward sweep with `M` followed by a backward sweep
with the transpose of `M`. -/
def doubleSweep (A M : Matrix n n ℝ) : Matrix n n ℝ :=
  (1 - (Mᵀ)⁻¹ * A) * forwardSweep A M

/-- The matrix `W = M + Mᵀ - A` of the splitting. -/
def splittingWeight {m : Type*} (A M : Matrix m m ℝ) : Matrix m m ℝ := M + Mᵀ - A

/-- The symmetrized preconditioner `B = M⁻ᵀ W M⁻¹`. -/
def preconditioner (A M : Matrix n n ℝ) : Matrix n n ℝ :=
  (Mᵀ)⁻¹ * splittingWeight A M * M⁻¹

omit [DecidableEq n] in
/-- The quadratic form of `Pᵀ W P` at `x` is the quadratic form of `W` at `P x`. -/
theorem quadratic_congruence (P W : Matrix n n ℝ) (x : n → ℝ) :
    x ⬝ᵥ (Pᵀ * W * P) *ᵥ x = (P *ᵥ x) ⬝ᵥ W *ᵥ (P *ᵥ x) := by
  rw [← Matrix.mulVec_mulVec, ← Matrix.mulVec_mulVec, Matrix.dotProduct_mulVec,
    Matrix.vecMul_transpose]

/-- The forward-backward double sweep is a single preconditioned step `1 - B A`. -/
theorem doubleSweep_eq (A M : Matrix n n ℝ) (hM : IsUnit M.det) :
    doubleSweep A M = 1 - preconditioner A M * A := by
  have h1 : M * M⁻¹ = 1 := Matrix.mul_nonsing_inv M hM
  have h2 : (Mᵀ)⁻¹ * Mᵀ = 1 :=
    Matrix.nonsing_inv_mul _ (by rwa [Matrix.det_transpose])
  -- the preconditioner is the sum of both one-sided ones minus their overlap
  have hB : preconditioner A M = (Mᵀ)⁻¹ + M⁻¹ - (Mᵀ)⁻¹ * A * M⁻¹ := by
    unfold preconditioner splittingWeight
    calc (Mᵀ)⁻¹ * (M + Mᵀ - A) * M⁻¹
        = (Mᵀ)⁻¹ * (M * M⁻¹) + ((Mᵀ)⁻¹ * Mᵀ) * M⁻¹ - (Mᵀ)⁻¹ * A * M⁻¹ := by
          noncomm_ring
      _ = _ := by rw [h1, h2, mul_one, one_mul]
  rw [hB, doubleSweep, forwardSweep]
  noncomm_ring

/-- The symmetrized preconditioner is symmetric positive definite when `W` is and `M` is invertible.
-/
theorem preconditioner_spd (A M : Matrix n n ℝ) (hM : IsUnit M.det)
    (hW : IsSPD (splittingWeight A M)) : IsSPD (preconditioner A M) := by
  have hB : preconditioner A M = (M⁻¹)ᵀ * splittingWeight A M * M⁻¹ := by
    rw [preconditioner, Matrix.transpose_nonsing_inv]
  rw [hB]
  refine ⟨?_, fun x hx => ?_⟩
  · rw [Matrix.transpose_mul, Matrix.transpose_mul, Matrix.transpose_transpose, hW.1,
      Matrix.mul_assoc]
  · rw [quadratic_congruence]
    refine hW.2 _ fun h0 => hx ?_
    have h := congrArg (fun y => M *ᵥ y) h0
    simpa only [Matrix.mulVec_mulVec, Matrix.mul_nonsing_inv M hM, Matrix.one_mulVec,
      Matrix.mulVec_zero] using h

/-- For symmetric `A`, the double sweep `S` and the forward sweep `T` satisfy `A S = Tᵀ A T`. -/
theorem energy_factorization (A M : Matrix n n ℝ) (hA : Aᵀ = A) :
    A * doubleSweep A M = (forwardSweep A M)ᵀ * A * forwardSweep A M := by
  have hT : (forwardSweep A M)ᵀ = 1 - A * (Mᵀ)⁻¹ := by
    rw [forwardSweep, Matrix.transpose_sub, Matrix.transpose_one, Matrix.transpose_mul, hA,
      Matrix.transpose_nonsing_inv]
  rw [hT, doubleSweep]
  noncomm_ring

/-- When `A` and `W` are symmetric positive definite and `M` is invertible, every real eigenvalue of
the double sweep lies in `[0, 1)`. -/
theorem real_eigenvalue_mem (A M : Matrix n n ℝ) (hA : IsSPD A) (hM : IsUnit M.det)
    (hW : IsSPD (splittingWeight A M)) (μ : ℝ) (x : n → ℝ) (hx : x ≠ 0)
    (h : doubleSweep A M *ᵥ x = μ • x) : 0 ≤ μ ∧ μ < 1 := by
  have ha := hA.2 x hx
  constructor
  · -- the energy of the swept error is nonnegative
    have h1 : x ⬝ᵥ (A * doubleSweep A M) *ᵥ x = μ * (x ⬝ᵥ A *ᵥ x) := by
      rw [← Matrix.mulVec_mulVec, h, Matrix.mulVec_smul, dotProduct_smul, smul_eq_mul]
    rw [energy_factorization A M hA.1, quadratic_congruence] at h1
    have h2 : 0 ≤ μ * (x ⬝ᵥ A *ᵥ x) := by
      rw [← h1]
      by_cases h0 : forwardSweep A M *ᵥ x = 0
      · rw [h0, zero_dotProduct]
      · exact (hA.2 _ h0).le
    exact nonneg_of_mul_nonneg_left h2 ha
  · -- the energy removed is the form of the preconditioner at the residual `A x`
    have hy : A *ᵥ x ≠ 0 := fun h0 => by
      rw [h0, dotProduct_zero] at ha
      exact lt_irrefl _ ha
    have hb := (preconditioner_spd A M hM hW).2 _ hy
    rw [doubleSweep_eq A M hM, Matrix.sub_mulVec, Matrix.one_mulVec,
      ← Matrix.mulVec_mulVec] at h
    have h3 : preconditioner A M *ᵥ (A *ᵥ x) = (1 - μ) • x := by
      rw [sub_smul, one_smul, ← h, sub_sub_cancel]
    rw [h3, dotProduct_smul, smul_eq_mul, dotProduct_comm] at hb
    have := pos_of_mul_pos_of_pos_right hb ha.le
    linarith

end

end SymmetrizedSweep
```

The error:

```
Main.lean:106:12: error(lean.unknownIdentifier): Unknown identifier `pos_of_mul_pos_of_pos_right`
```

Diagnosis. The message says that Lean knows no declaration called `pos_of_mul_pos_of_pos_right` in this context. The error is in the name of the lemma, and the inequality it was meant to deliver does follow from the hypotheses at hand.

At that point `hb` says that 0 < (1 − μ) · xᵀAx, and `ha` says that 0 < xᵀAx. What is needed is that the left factor, 1 − μ, is positive. The repair gets this from `mul_pos_iff_of_pos_right`, which says that when the right factor is positive, the product is positive exactly when the left factor is. Giving it `ha` yields the equivalence, and `.mp` applies the forward direction to `hb`. The new lemma takes the strict inequality `ha` itself, so the weakening `ha.le` goes. `linarith` then turns 0 < 1 − μ into μ < 1.

The other change rewords a comment so that it states the identity this half of the proof uses. That is mere tidying and has no effect on compilation.

The repair, with which the file compiles:

```diff
@@ -94,5 +94,5 @@
       · exact (hA.2 _ h0).le
     exact nonneg_of_mul_nonneg_left h2 ha
-  · -- the energy removed is the form of the preconditioner at the residual `A x`
+  · -- the form of the preconditioner at `A x` is `1 - μ` times the form of `A` at `x`
     have hy : A *ᵥ x ≠ 0 := fun h0 => by
       rw [h0, dotProduct_zero] at ha
@@ -104,5 +104,5 @@
       rw [sub_smul, one_smul, ← h, sub_sub_cancel]
     rw [h3, dotProduct_smul, smul_eq_mul, dotProduct_comm] at hb
-    have := pos_of_mul_pos_of_pos_right hb ha.le
+    have := (mul_pos_iff_of_pos_right ha).mp hb
     linarith
 
```
